# For finitely many states, $C/T$ integrated over all positive temperatures is the infinite-temperature entropy minus the ground-state entropy

The heat capacity is defined here as the temperature derivative of the canonical mean energy, $C(T)=d\langle U\rangle/dT$, and not as an energy variance. The fluctuation formula $C=\mathrm{Var}(U)/T^2$ that simulation codes evaluate is therefore proved.

Take $n\ge 1$ states with real energies $U_i$, of which $g$ have the minimal energy, and set $k_B=1$. With $\beta=1/T$ and $\mathrm{Var}_\beta(U)$ the canonical energy variance,

$$\int_0^\infty \beta\,\mathrm{Var}_\beta(U)\,d\beta=\ln\frac ng,\qquad \int_0^\infty \frac{C(T)}{T}\,dT=\ln n-\ln g .$$

## Entropy from energy fluctuations

One way to obtain entropy differences is to accumulate $\beta\,\mathrm{Var}_\beta(U)$ along a grid in $\beta$, or $C/T$ along a grid in $T$. For a model with finitely many states, such as the Ising model on a finite lattice, the identity fixes the total over the whole range, so a known ground-state degeneracy gives a check on the accumulated integral.

## From the partition function to the integral

Let $Z=\sum_i e^{-\beta U_i}$ and $p_i=e^{-\beta U_i}/Z$. Then $Z'=-\sum_i U_ie^{-\beta U_i}=-Z\langle U\rangle$, where the prime is $d/d\beta$, and the quotient rule gives

$$p_i'=-U_ip_i-p_i\frac{Z'}{Z}=-p_i\,(U_i-\langle U\rangle).$$

Multiply by $U_i=(U_i-\langle U\rangle)+\langle U\rangle$ and sum. Since $\sum_i p_i(U_i-\langle U\rangle)=0$,

$$\frac{d\langle U\rangle}{d\beta}=-\mathrm{Var}_\beta(U).$$

Inserting $\ln p_i=-\beta U_i-\ln Z$ into the Gibbs entropy $S=-\sum_i p_i\ln p_i$ gives $S=\ln Z+\beta\langle U\rangle$, hence

$$\frac{dS}{d\beta}=-\langle U\rangle+\langle U\rangle-\beta\,\mathrm{Var}_\beta(U)=-\beta\,\mathrm{Var}_\beta(U).$$

At $\beta=0$, $Z=n$ and $S=\ln n$. For large $\beta$, measure energies from the minimum $U_{\min}$:

$$p_i=\frac{e^{-\beta(U_i-U_{\min})}}{\sum_j e^{-\beta(U_j-U_{\min})}}\longrightarrow\begin{cases}1/g & U_i=U_{\min}\\ 0 & U_i>U_{\min}.\end{cases}$$

Because $-x\ln x$ is continuous, with value $0$ at $x=0$, $S\to g\cdot\frac1g\ln g=\ln g$. Therefore

$$\int_0^B\beta\,\mathrm{Var}_\beta(U)\,d\beta=S(0)-S(B)\longrightarrow\ln n-\ln g\qquad(B\to\infty),$$

and since the integrand is nonnegative, this limit also establishes integrability.

In temperature, $d\beta/dT=-1/T^2$, so $C=\mathrm{Var}/T^2$ and $dS/dT=\beta\,\mathrm{Var}/T^2=C/T$. The entropy tends to $\ln g$ as $T\to0^+$ and to $\ln n$ as $T\to\infty$, which gives the second integral.

## The Lean file

```lean
import Mathlib

open Filter Topology MeasureTheory Set
open scoped Classical

noncomputable section

namespace HeatCapacityEntropy

variable {ι : Type*} [Fintype ι]

/-- The canonical partition function at inverse temperature `β`. -/
def partitionFunction (U : ι → ℝ) (β : ℝ) : ℝ := ∑ i, Real.exp (-β * U i)

/-- The canonical probability of state `i`. -/
def prob (U : ι → ℝ) (β : ℝ) (i : ι) : ℝ := Real.exp (-β * U i) / partitionFunction U β

/-- The canonical mean energy. -/
def meanEnergy (U : ι → ℝ) (β : ℝ) : ℝ := ∑ i, prob U β i * U i

/-- The canonical variance of the energy. -/
def energyVariance (U : ι → ℝ) (β : ℝ) : ℝ :=
  ∑ i, prob U β i * (U i - meanEnergy U β) ^ 2

/-- The Gibbs entropy `-∑ p ln p` of the canonical distribution, in units of `k_B`. -/
def entropy (U : ι → ℝ) (β : ℝ) : ℝ := ∑ i, Real.negMulLog (prob U β i)

/-- The set of states of minimal energy. -/
def groundStates (U : ι → ℝ) : Finset ι := Finset.univ.filter fun i => ∀ j, U i ≤ U j

/-- The heat capacity: the derivative of the mean energy with respect to temperature. -/
def heatCapacity (U : ι → ℝ) (T : ℝ) : ℝ := deriv (fun τ => meanEnergy U τ⁻¹) T

variable [Nonempty ι]

/-- The partition function is positive. -/
theorem partitionFunction_pos (U : ι → ℝ) (β : ℝ) : 0 < partitionFunction U β :=
  Finset.sum_pos (fun _ _ => Real.exp_pos _) Finset.univ_nonempty

/-- The canonical probabilities sum to one. -/
theorem sum_prob (U : ι → ℝ) (β : ℝ) : ∑ i, prob U β i = 1 := by
  unfold prob
  rw [← Finset.sum_div]
  exact div_self (partitionFunction_pos U β).ne'

/-- The derivative of the partition function in `β` is minus itself times the mean energy. -/
theorem hasDerivAt_partitionFunction (U : ι → ℝ) (β : ℝ) :
    HasDerivAt (partitionFunction U) (-(partitionFunction U β * meanEnergy U β)) β := by
  have hZ := (partitionFunction_pos U β).ne'
  have hp : ∀ i, partitionFunction U β * prob U β i = Real.exp (-β * U i) := by
    intro i
    unfold prob
    field_simp
  have h : HasDerivAt (fun b => ∑ i, Real.exp (-b * U i))
      (∑ i, Real.exp (-β * U i) * (-1 * U i)) β :=
    HasDerivAt.fun_sum fun i _ => ((hasDerivAt_id' β).fun_neg.mul_const (U i)).exp
  refine HasDerivAt.congr_deriv h ?_
  unfold meanEnergy
  rw [Finset.mul_sum, ← Finset.sum_neg_distrib]
  refine Finset.sum_congr rfl fun i _ => ?_
  rw [← hp i]
  ring

/-- The derivative of the mean energy in `β` is minus the energy variance. -/
theorem hasDerivAt_meanEnergy (U : ι → ℝ) (β : ℝ) :
    HasDerivAt (meanEnergy U) (-energyVariance U β) β := by
  have hZ := (partitionFunction_pos U β).ne'
  -- the relative change of each probability is minus its energy's deviation from the mean
  have hprob : ∀ i, HasDerivAt (fun b => prob U b i)
      (-(prob U β i * (U i - meanEnergy U β))) β := by
    intro i
    have hp : partitionFunction U β * prob U β i = Real.exp (-β * U i) := by
      unfold prob
      field_simp
    have he : HasDerivAt (fun b => Real.exp (-b * U i))
        (Real.exp (-β * U i) * (-1 * U i)) β :=
      ((hasDerivAt_id' β).fun_neg.mul_const (U i)).exp
    refine HasDerivAt.congr_deriv (he.fun_div (hasDerivAt_partitionFunction U β) hZ) ?_
    rw [div_eq_iff (pow_ne_zero 2 hZ), ← hp]
    ring
  -- fluctuations average to zero
  have h0 : ∑ i, prob U β i * (U i - meanEnergy U β) = 0 := by
    simp only [mul_sub]
    rw [Finset.sum_sub_distrib, ← Finset.sum_mul, sum_prob, one_mul]
    exact sub_self _
  have h : HasDerivAt (fun b => ∑ i, prob U b i * U i)
      (∑ i, -(prob U β i * (U i - meanEnergy U β)) * U i) β :=
    HasDerivAt.fun_sum fun i _ => (hprob i).mul_const (U i)
  refine HasDerivAt.congr_deriv h ?_
  have h1 : ∑ i, -(prob U β i * (U i - meanEnergy U β)) * U i
      = -energyVariance U β
        - meanEnergy U β * ∑ i, prob U β i * (U i - meanEnergy U β) := by
    unfold energyVariance
    rw [Finset.mul_sum, ← Finset.sum_neg_distrib, ← Finset.sum_sub_distrib]
    exact Finset.sum_congr rfl fun i _ => by ring
  rw [h1, h0, mul_zero, sub_zero]

/-- The Gibbs entropy equals `ln Z + β ⟨U⟩`. -/
theorem entropy_eq (U : ι → ℝ) (β : ℝ) :
    entropy U β = Real.log (partitionFunction U β) + β * meanEnergy U β := by
  have h : ∀ i, Real.negMulLog (prob U β i)
      = prob U β i * Real.log (partitionFunction U β) + β * (prob U β i * U i) := by
    intro i
    have hl : Real.log (prob U β i) = -β * U i - Real.log (partitionFunction U β) := by
      unfold prob
      rw [Real.log_div (Real.exp_ne_zero _) (partitionFunction_pos U β).ne', Real.log_exp]
    unfold Real.negMulLog
    rw [hl]
    ring
  unfold entropy meanEnergy
  rw [Finset.sum_congr rfl fun i _ => h i, Finset.sum_add_distrib, ← Finset.sum_mul,
    ← Finset.mul_sum, sum_prob, one_mul]

/-- The derivative of the entropy in `β` is `-β` times the energy variance. -/
theorem hasDerivAt_entropy (U : ι → ℝ) (β : ℝ) :
    HasDerivAt (entropy U) (-(β * energyVariance U β)) β := by
  have hZ := (partitionFunction_pos U β).ne'
  rw [show entropy U = fun b => Real.log (partitionFunction U b) + b * meanEnergy U b from
    funext (entropy_eq U)]
  refine HasDerivAt.congr_deriv (((hasDerivAt_partitionFunction U β).log hZ).fun_add
    ((hasDerivAt_id' β).fun_mul (hasDerivAt_meanEnergy U β))) ?_
  have h : -(partitionFunction U β * meanEnergy U β) / partitionFunction U β
      = -meanEnergy U β := by
    rw [div_eq_iff hZ]
    ring
  rw [h]
  ring

/-- The entropy is `ln n` at `β = 0` and tends to `ln g` as `β → ∞`, for `n` states of which
`g` have minimal energy. -/
theorem entropy_limits (U : ι → ℝ) :
    entropy U 0 = Real.log (Fintype.card ι) ∧
      Tendsto (entropy U) atTop (𝓝 (Real.log (groundStates U).card)) := by
  refine ⟨by rw [entropy_eq]; simp [partitionFunction], ?_⟩
  obtain ⟨m, hm⟩ := Finite.exists_min U
  have hG : ∀ j, j ∈ groundStates U ↔ ∀ k, U j ≤ U k := fun j => by simp [groundStates]
  have hg : ((groundStates U).card : ℝ) ≠ 0 :=
    Nat.cast_ne_zero.2 (Finset.card_ne_zero_of_mem ((hG m).2 hm))
  -- weights measured from the ground-state energy tend to 1 or 0
  have hw : ∀ j, Tendsto (fun β : ℝ => Real.exp (-β * (U j - U m))) atTop
      (𝓝 (if j ∈ groundStates U then 1 else 0)) := by
    intro j
    by_cases hj : j ∈ groundStates U
    · have he : U j = U m := le_antisymm ((hG j).1 hj m) (hm j)
      simp [hj, he]
    · have hlt : 0 < U j - U m := by
        by_contra hc
        exact hj ((hG j).2 fun k => by linarith [hm k])
      rw [if_neg hj]
      exact Real.tendsto_exp_atBot.comp (tendsto_neg_atTop_atBot.atBot_mul_const hlt)
  have hs : Tendsto (fun β : ℝ => ∑ j, Real.exp (-β * (U j - U m))) atTop
      (𝓝 ((groundStates U).card : ℝ)) := by
    have h := tendsto_finsetSum Finset.univ fun j _ => hw j
    simpa using h
  have hp : ∀ i, Tendsto (fun β => prob U β i) atTop
      (𝓝 ((if i ∈ groundStates U then 1 else 0) / ((groundStates U).card : ℝ))) := by
    intro i
    refine ((hw i).div hs hg).congr fun β => ?_
    have hx : ∀ j, Real.exp (-β * (U j - U m))
        = Real.exp (β * U m) * Real.exp (-β * U j) := by
      intro j
      rw [← Real.exp_add]
      congr 1
      ring
    simp only [Pi.div_apply, prob, partitionFunction, hx]
    rw [← Finset.mul_sum, mul_div_mul_left _ _ (Real.exp_ne_zero _)]
  have hS : Tendsto (entropy U) atTop (𝓝 (∑ i, Real.negMulLog
      ((if i ∈ groundStates U then 1 else 0) / ((groundStates U).card : ℝ)))) :=
    tendsto_finsetSum Finset.univ fun i _ =>
      (Real.continuous_negMulLog.tendsto _).comp (hp i)
  -- each state's term in the entropy of the uniform distribution on the ground states
  have hv : ∀ i, Real.negMulLog
      ((if i ∈ groundStates U then 1 else 0) / ((groundStates U).card : ℝ))
      = if i ∈ groundStates U then
          ((groundStates U).card : ℝ)⁻¹ * Real.log (groundStates U).card else 0 := by
    intro i
    split_ifs <;> simp [Real.negMulLog, Real.log_inv]
  rw [Finset.sum_congr rfl fun i _ => hv i, Finset.sum_ite_mem, Finset.univ_inter,
    Finset.sum_const, nsmul_eq_mul, mul_inv_cancel_left₀ hg] at hS
  exact hS

/-- For `n` states of which `g` have minimal energy, `β Var_β(U)` is integrable over all
positive `β`, and its integral is `ln (n / g)`. -/
theorem integral_beta_mul_variance (U : ι → ℝ) :
    IntegrableOn (fun β => β * energyVariance U β) (Ioi 0) ∧
      ∫ β in Ioi (0 : ℝ), β * energyVariance U β
        = Real.log ((Fintype.card ι : ℝ) / (groundStates U).card) := by
  obtain ⟨h0, hlim⟩ := entropy_limits U
  obtain ⟨m, hm⟩ := Finite.exists_min U
  have hg : ((groundStates U).card : ℝ) ≠ 0 :=
    Nat.cast_ne_zero.2 (Finset.card_ne_zero_of_mem (a := m) (by simpa [groundStates] using hm))
  have hn : (Fintype.card ι : ℝ) ≠ 0 := Nat.cast_ne_zero.2 Fintype.card_ne_zero
  -- minus the entropy is an antiderivative of the nonnegative integrand
  have hd : ∀ β ∈ Ici (0 : ℝ),
      HasDerivAt (fun b => -entropy U b) (β * energyVariance U β) β := fun β _ =>
    HasDerivAt.congr_deriv (hasDerivAt_entropy U β).fun_neg (neg_neg _)
  have hpos : ∀ β ∈ Ioi (0 : ℝ), 0 ≤ β * energyVariance U β := fun β hβ =>
    mul_nonneg (le_of_lt hβ) (Finset.sum_nonneg fun i _ => mul_nonneg
      (div_nonneg (Real.exp_pos _).le (partitionFunction_pos U β).le) (sq_nonneg _))
  refine ⟨integrableOn_Ioi_deriv_of_nonneg' hd hpos hlim.neg, ?_⟩
  rw [integral_Ioi_of_hasDerivAt_of_nonneg' hd hpos hlim.neg, h0, Real.log_div hn hg]
  ring

/-- At positive temperature the heat capacity is the energy variance divided by `T²`. -/
theorem heatCapacity_eq (U : ι → ℝ) {T : ℝ} (hT : 0 < T) :
    heatCapacity U T = energyVariance U T⁻¹ / T ^ 2 := by
  have h : HasDerivAt (fun τ => meanEnergy U τ⁻¹)
      (-energyVariance U T⁻¹ * -(T ^ 2)⁻¹) T :=
    (hasDerivAt_meanEnergy U T⁻¹).comp T (hasDerivAt_inv hT.ne')
  unfold heatCapacity
  rw [h.deriv]
  ring

/-- `C(T)/T` is integrable over all positive temperatures, and its integral is `ln n - ln g`
for `n` states of which `g` have minimal energy. -/
theorem integral_heatCapacity_div_temperature (U : ι → ℝ) :
    IntegrableOn (fun T => heatCapacity U T / T) (Ioi 0) ∧
      ∫ T in Ioi (0 : ℝ), heatCapacity U T / T
        = Real.log (Fintype.card ι) - Real.log (groundStates U).card := by
  obtain ⟨h0, hlim⟩ := entropy_limits U
  -- entropy as a function of temperature, extended to T = 0 by its limit
  let F : ℝ → ℝ := Function.update (fun T => entropy U T⁻¹) 0 (Real.log (groundStates U).card)
  have hF : ∀ T : ℝ, T ≠ 0 → F T = entropy U T⁻¹ := fun T hT =>
    Function.update_of_ne hT _ _
  have hF0 : F 0 = Real.log (groundStates U).card := Function.update_self _ _ _
  have hc : ContinuousWithinAt F (Ici 0) 0 := by
    refine continuousWithinAt_update_same.2 ?_
    have hset : Ici (0 : ℝ) \ {0} = Ioi 0 := by
      ext x
      constructor
      · rintro ⟨h1, h2⟩
        exact lt_of_le_of_ne h1 fun h => h2 h.symm
      · intro h
        have h' : 0 < x := h
        exact ⟨h'.le, h'.ne'⟩
    rw [hset]
    exact hlim.comp tendsto_inv_nhdsGT_zero
  have hd : ∀ T ∈ Ioi (0 : ℝ), HasDerivAt F (heatCapacity U T / T) T := by
    intro T hT
    have hT' : 0 < T := hT
    have h : HasDerivAt (fun τ => entropy U τ⁻¹)
        (-(T⁻¹ * energyVariance U T⁻¹) * -(T ^ 2)⁻¹) T :=
      (hasDerivAt_entropy U T⁻¹).comp T (hasDerivAt_inv hT'.ne')
    refine HasDerivAt.congr_deriv
      (h.congr_of_eventuallyEq ((eventually_ne_nhds hT'.ne').mono hF)) ?_
    rw [heatCapacity_eq U hT']
    ring
  have hpos : ∀ T ∈ Ioi (0 : ℝ), 0 ≤ heatCapacity U T / T := by
    intro T hT
    rw [heatCapacity_eq U hT]
    exact div_nonneg (div_nonneg (Finset.sum_nonneg fun i _ => mul_nonneg
      (div_nonneg (Real.exp_pos _).le (partitionFunction_pos U T⁻¹).le) (sq_nonneg _))
      (sq_nonneg _)) (le_of_lt hT)
  have hl : Tendsto F atTop (𝓝 (Real.log (Fintype.card ι))) := by
    rw [← h0]
    have h : Tendsto (fun T : ℝ => entropy U T⁻¹) atTop (𝓝 (entropy U 0)) :=
      (hasDerivAt_entropy U 0).continuousAt.tendsto.comp tendsto_inv_atTop_zero
    exact h.congr' ((eventually_gt_atTop 0).mono fun T hT => (hF T (ne_of_gt hT)).symm)
  refine ⟨integrableOn_Ioi_deriv_of_nonneg hc hd hpos hl, ?_⟩
  rw [integral_Ioi_of_hasDerivAt_of_nonneg hc hd hpos hl, hF0]

end HeatCapacityEntropy
```

```lean
#print axioms HeatCapacityEntropy.integral_beta_mul_variance
#print axioms HeatCapacityEntropy.integral_heatCapacity_div_temperature
```

```
'HeatCapacityEntropy.integral_beta_mul_variance' depends on axioms: [propext, Classical.choice, Quot.sound]
'HeatCapacityEntropy.integral_heatCapacity_div_temperature' depends on axioms: [propext, Classical.choice, Quot.sound]
```

## Exact averages over a finite state set

The finite nonempty type `ι` labels the states, and `U : ι → ℝ` is an arbitrary energy function. `Fintype.card ι` is $n$, and `(groundStates U).card` is $g$. The domain `Ioi 0` is the open half-line of positive $\beta$ or $T$. Each of the two integral theorems states integrability first; this matters because Lean assigns the value zero to the integral of a non-integrable function.

In the proof, `hasDerivAt_meanEnergy` differentiates the probabilities in `hprob` and removes the vanishing average fluctuation with `h0`. `entropy_eq` and `hasDerivAt_entropy` supply the entropy formula and its slope. In `entropy_limits`, `hw` finds the limits of the shifted weights, `hp` those of the probabilities, and `hv` evaluates each state's term in the entropy of the uniform ground-state distribution; summing these terms gives $\ln g$.

`integral_beta_mul_variance` then applies the fundamental theorem of calculus on a half-line to $-S$, with `hpos` providing the nonnegative integrand. For temperature, `heatCapacity_eq` is the chain rule. The function `F` in the last theorem is $S(1/T)$ with the value $\ln g$ placed at $T=0$; `hc` proves that it is continuous there from the right, and `hl` gives its limit at high temperature.

The theorems concern exact canonical averages. They give no bound on sampling error, on quadrature error, or on the part lost by stopping at a finite $\beta$. Continuous configuration spaces and the thermodynamic limit are not covered. The degeneracy $g$ counts exact minimizers only: a state slightly above the minimum does not contribute to it, however small the gap, although a grid that ends too early will still see that state as populated.
